# Conduction-band slope at the edge of the three-band Kane model

To choose the momentum matrix element P in a Kane model so that the conduction band has a given effective mass, one needs the coefficient of k² in the conduction energy at the band edge. For gap Eg > 0 and spin-orbit splitting D ≥ 0, every branch of levels E(k²) that starts at Eg and is continuous there has the slope

dE/d(k²) at k = 0⁺ = (P²/3)·(2/Eg + 1/(Eg + D)).

Differentiability is a conclusion here, and such a branch is shown to exist. In this three-state, single-particle model the slope plays the role of ħ²/(2m*). If the free-electron energy ħ²k²/(2m₀) is added to all three diagonal entries, every level shifts by that amount and the slope gains ħ²/(2m₀).

## Three edge states, coupled linearly in k

The model keeps one conduction state and two valence states. Energies are measured from the upper valence edge, so the edges are Eg, 0 and −D. The wave number k is a single real number. P is ħ/m₀ times the momentum matrix element between the conduction s orbital and the valence p orbital along k, with phases chosen to make it real, so it has units of energy times length. That p orbital has weight 2/3 in the light-hole edge state and 1/3 in the split-off one, which gives the square roots in the Kane matrix below. The heavy-hole band, remote bands and k² terms on the diagonal are left out.

The derivation is no harder for general edges e0, e1, e2 and couplings ak, bk, so the file defines that matrix as `threeBand` and the Kane matrix as `kane`. A level is a number with a nonzero eigenvector, which need not be normalised.

In Lean 4 with Mathlib:

```lean
import Mathlib

open Filter Topology Set

namespace KaneBandEdge

noncomputable section

/-- The number `E` is an energy level of the real three-state Hamiltonian `H`: it has a nonzero
eigenvector. -/
def IsLevel (H : Matrix (Fin 3) (Fin 3) ℝ) (E : ℝ) : Prop :=
  ∃ v : Fin 3 → ℝ, v ≠ 0 ∧ H.mulVec v = E • v

/-- A state with band edge `e0`, coupled linearly in `k` with strengths `a` and `b` to two states
with band edges `e1` and `e2`. -/
def threeBand (e0 e1 e2 a b k : ℝ) : Matrix (Fin 3) (Fin 3) ℝ :=
  !![e0, a * k, b * k; a * k, e1, 0; b * k, 0, e2]

/-- The three-band Kane Hamiltonian with gap `Eg`, spin-orbit splitting `D` and momentum matrix
element `P`. -/
def kane (Eg D P k : ℝ) : Matrix (Fin 3) (Fin 3) ℝ :=
  !![Eg, √(2 / 3) * P * k, √(1 / 3) * P * k;
     √(2 / 3) * P * k, 0, 0;
     √(1 / 3) * P * k, 0, -D]
```

By hand, a nonzero solution of (H − E)v = 0 requires a vanishing determinant. Expanding along the first row gives

(e0 − E)(e1 − E)(e2 − E) − a²k²(e2 − E) − b²k²(e1 − E) = 0,

and rearranging the signs gives the secular equation

(E − e0)(E − e1)(E − e2) = k²·[a²(E − e2) + b²(E − e1)].

The zero in the matrix, meaning no direct coupling between the two valence states, keeps the bracket this simple. A k² term on the conduction diagonal would add its own coefficient to the slope.

## A level at every k, starting at a chosen edge

A band is a function E of s = k², so its energy is automatically the same at k and −k. The structure `IsBand` asks for three things: `level` says that E(k²) is an eigenvalue for every real k, `edge` fixes E(0), and `cont` demands continuity from the right at s = 0. Negative s would mean imaginary k, as for evanescent states; these are not treated here, so E is unrestricted there.

```lean
/-- The function `E` of `k²` is a band of `H` with edge `e`: it is a level at every `k`, equals `e`
at `k = 0`, and is continuous there from the right. -/
structure IsBand (H : ℝ → Matrix (Fin 3) (Fin 3) ℝ) (e : ℝ) (E : ℝ → ℝ) : Prop where
  level : ∀ k, IsLevel (H k) (E (k ^ 2))
  edge : E 0 = e
  cont : ContinuousWithinAt E (Ici 0) 0
```

The condition `level` lets the secular equation be used along the whole branch. The theorem `level_iff` proves that equation equivalent to being a level: it computes the 3×3 determinant and uses Mathlib's statement that a matrix has a nonzero null vector exactly when its determinant vanishes.

```lean
/-- The levels of the general three-band Hamiltonian are the roots of its secular equation. -/
theorem level_iff (e0 e1 e2 a b k E : ℝ) :
    IsLevel (threeBand e0 e1 e2 a b k) E ↔
      (E - e0) * (E - e1) * (E - e2) = k ^ 2 * (a ^ 2 * (E - e2) + b ^ 2 * (E - e1)) := by
  have hv : ∀ v : Fin 3 → ℝ,
      (threeBand e0 e1 e2 a b k - E • (1 : Matrix (Fin 3) (Fin 3) ℝ)).mulVec v
        = (threeBand e0 e1 e2 a b k).mulVec v - E • v := by
    intro v
    rw [Matrix.sub_mulVec, Matrix.smul_mulVec, Matrix.one_mulVec]
  have hdet : (threeBand e0 e1 e2 a b k - E • (1 : Matrix (Fin 3) (Fin 3) ℝ)).det
      = k ^ 2 * (a ^ 2 * (E - e2) + b ^ 2 * (E - e1)) - (E - e0) * (E - e1) * (E - e2) := by
    simp [Matrix.det_fin_three, threeBand]
    ring
  have h := Matrix.exists_mulVec_eq_zero_iff
    (M := threeBand e0 e1 e2 a b k - E • (1 : Matrix (Fin 3) (Fin 3) ℝ))
  simp only [hv, sub_eq_zero] at h
  unfold IsLevel
  rw [h, hdet, sub_eq_zero]
  exact eq_comm
```

To pass from k to s, `band_secular` inserts k = √s, which is allowed for s ≥ 0.

```lean
/-- Along a band, the secular equation holds with `k²` replaced by any `s ≥ 0`. -/
theorem band_secular {e0 e1 e2 a b e s : ℝ} {E : ℝ → ℝ}
    (h : IsBand (threeBand e0 e1 e2 a b) e E) (hs : 0 ≤ s) :
    (E s - e0) * (E s - e1) * (E s - e2)
      = s * (a ^ 2 * (E s - e2) + b ^ 2 * (E s - e1)) := by
  have h1 := (level_iff e0 e1 e2 a b (√s) (E (√s ^ 2))).1 (h.level (√s))
  rwa [Real.sq_sqrt hs] at h1
```

The condition `edge` selects the band. Without it, E could start at 0 or −D, and the slope at Eg would say nothing about it.

## Continuity at k = 0

Physically, continuity says that we follow one band and do not switch to another as soon as k leaves zero. Write the secular equation along a branch starting at e as

(E(s) − e)·q(E(s)) = s·r(E(s)),

where q and r are polynomials in the energy and q(e) ≠ 0. For small s > 0, continuity keeps q(E(s)) away from zero, so we may divide:

(E(s) − e)/s = r(E(s))/q(E(s)).

As s → 0⁺, E(s) → e, and the right-hand side tends to r(e)/q(e). The difference quotient therefore has a limit, which is the slope.

```lean
/-- If a continuous branch obeys `(E - e) q(E) = s r(E)` with `q(e)` nonzero, then its slope in `s`
at the edge `e` is `r(e) / q(e)`. -/
theorem slope_of_secular {E q r : ℝ → ℝ} {e : ℝ}
    (hE : ContinuousWithinAt E (Ici 0) 0) (h0 : E 0 = e)
    (hq : ContinuousAt q e) (hr : ContinuousAt r e) (hne : q e ≠ 0)
    (h : ∀ s, 0 ≤ s → (E s - e) * q (E s) = s * r (E s)) :
    HasDerivWithinAt E (r e / q e) (Ici 0) 0 := by
  rw [hasDerivWithinAt_iff_tendsto_slope]
  have h1 : Tendsto E (𝓝[Ici 0] 0) (𝓝 e) := by
    have h2 := hE.tendsto
    rwa [h0] at h2
  have hE' : Tendsto E (𝓝[Ici 0 \ {0}] 0) (𝓝 e) :=
    h1.mono_left (nhdsWithin_mono _ Set.sdiff_subset)
  have hq' := hq.tendsto.comp hE'
  have hr' := hr.tendsto.comp hE'
  -- away from `s = 0` the difference quotient equals `r(E) / q(E)`
  refine (hr'.div hq' hne).congr' ?_
  filter_upwards [self_mem_nhdsWithin, hq'.eventually_ne hne] with s hs hqs
  have hqs' : q (E s) ≠ 0 := hqs
  have hs0 : s ≠ 0 := hs.2
  show r (E s) / q (E s) = slope E 0 s
  rw [slope_def_field, h0, sub_zero, div_eq_div_iff hqs' hs0]
  linear_combination -(h s hs.1)
```

The proof of `slope_of_secular` follows these lines. It turns the derivative into a limit of difference quotients, takes the limit of r/q, and shows with `linear_combination` that the two expressions agree near s = 0, with s = 0 itself excluded. The conclusion `HasDerivWithinAt E … (Ici 0) 0` is a right derivative in s.

Without continuity the claim fails. Let E(0) = Eg, but let E(s) be the lowest level for every s > 0. That level is never above −D, so the difference quotient tends to −∞.

## A gap between the conduction edge and both valence edges

For the band starting at e0, the two polynomials are

q(E) = (E − e1)(E − e2),
r(E) = a²(E − e2) + b²(E − e1).

Hence the slope is

r(e0)/q(e0) = a²/(e0 − e1) + b²/(e0 − e2),

the second-order k·p formula. It needs e0 ≠ e1 and e0 ≠ e2, which are the hypotheses `h1` and `h2` of `kp_slope`.

```lean
/-- Second-order k.p formula: the slope in `k²` of the band starting at `e0` is the sum of squared
couplings over energy differences. -/
theorem kp_slope {e0 e1 e2 a b : ℝ} {E : ℝ → ℝ} (h1 : e0 ≠ e1) (h2 : e0 ≠ e2)
    (h : IsBand (threeBand e0 e1 e2 a b) e0 E) :
    HasDerivWithinAt E (a ^ 2 / (e0 - e1) + b ^ 2 / (e0 - e2)) (Ici 0) 0 := by
  have d1 := sub_ne_zero.2 h1
  have d2 := sub_ne_zero.2 h2
  have key : HasDerivWithinAt E
      ((a ^ 2 * (e0 - e2) + b ^ 2 * (e0 - e1)) / ((e0 - e1) * (e0 - e2))) (Ici 0) 0 :=
    slope_of_secular (q := fun x => (x - e1) * (x - e2))
      (r := fun x => a ^ 2 * (x - e2) + b ^ 2 * (x - e1)) h.cont h.edge
      (by fun_prop) (by fun_prop) (mul_ne_zero d1 d2)
      (fun s hs => by linear_combination band_secular h hs)
  refine key.congr_deriv ?_
  rw [div_add_div _ _ d1 d2]
  congr 1
  ring
```

For the Kane matrix, e0 = Eg, e1 = 0 and e2 = −D. The squared couplings are

a² = 2P²/3,
b² = P²/3.

```lean
/-- The squared Kane couplings are two thirds and one third of `P²`. -/
theorem coupling_sq (P : ℝ) :
    (√(2 / 3) * P) ^ 2 = 2 / 3 * P ^ 2 ∧ (√(1 / 3) * P) ^ 2 = 1 / 3 * P ^ 2 := by
  constructor <;> rw [mul_pow, Real.sq_sqrt (by norm_num)]
```

Substitution gives

2P²/(3Eg) + P²/(3(Eg + D)) = (P²/3)·(2/Eg + 1/(Eg + D)).

In `conduction_slope`, the hypotheses `hEg` and `hD` serve only to show that Eg differs from 0 and from −D. The rest is `kp_slope` with the squared couplings inserted.

```lean
/-- The conduction band of the Kane model has slope `(P²/3)(2/Eg + 1/(Eg + D))` in `k²` at the
band edge. -/
theorem conduction_slope {Eg D P : ℝ} {E : ℝ → ℝ} (hEg : 0 < Eg) (hD : 0 ≤ D)
    (h : IsBand (kane Eg D P) Eg E) :
    HasDerivWithinAt E (P ^ 2 / 3 * (2 / Eg + 1 / (Eg + D))) (Ici 0) 0 := by
  have h' : IsBand (threeBand Eg 0 (-D) (√(2 / 3) * P) (√(1 / 3) * P)) Eg E := h
  have hne : Eg ≠ -D := by linarith [hEg, hD] |> fun (h : -D < Eg) => h.ne'
  refine (kp_slope hEg.ne' hne h').congr_deriv ?_
  rw [(coupling_sq P).1, (coupling_sq P).2, sub_zero, sub_neg_eq_add]
  ring
```

If the gap closes while D > 0 and P ≠ 0, the secular equation near E = 0 becomes E² ≈ (2/3)P²k². The levels then leave the edge linearly in |k|, and the slope in k² diverges. The splitting, by contrast, may vanish: at D = 0 the conduction slope is P²/Eg. P may have either sign, and at P = 0 the slope is zero.

## Numbers for Eg = 1, D = 1, P² = 6

In matching dimensionless units, the predicted slope is

(6/3)·(2/1 + 1/2) = 5.

The secular equation reads

(E − 1)·E(E + 1) = s·(6E + 4).

To check the slope without solving a cubic, choose an energy just above the edge and find the s that belongs to it. The difference quotient is then

(E − 1)/s = (6E + 4)/(E(E + 1)).

At E = 1.1 this is 10.6/2.31 ≈ 4.589, with s ≈ 0.0218. At E = 1.01 it is 10.06/2.0301 ≈ 4.955, with s ≈ 0.0020. At the edge it tends to 10/2 = 5.

## Existence of the conduction band for Eg > 0 and D ≥ 0

The slope theorem starts from a given band, and `conduction_band_exists` supplies one. For fixed s ≥ 0, consider

f(x) = (x − Eg)·x·(x + D) − s·[(2/3)P²(x + D) + (1/3)P²x].

At x = Eg the first term vanishes and the bracket is nonnegative, so f(Eg) ≤ 0. Now set M = P²/Eg and y = Eg + sM. Since y ≥ Eg, we have My ≥ P², and therefore

(y − Eg)·y·(y + D) = sM·y(y + D) ≥ s·P²(y + D).

The bracket at y equals P²(y + D) − P²D/3, which is at most P²(y + D), so f(y) ≥ 0. By the intermediate value theorem there is a root E(s) with

Eg ≤ E(s) ≤ Eg + sP²/Eg.

At s = 0 both bounds equal Eg, and as s → 0⁺ they squeeze E(s) to Eg.

```lean
/-- The Kane model has a conduction band: a branch of levels that starts at `Eg` and is continuous
at `k = 0`. -/
theorem conduction_band_exists {Eg D : ℝ} (P : ℝ) (hEg : 0 < Eg) (hD : 0 ≤ D) :
    ∃ E : ℝ → ℝ, IsBand (kane Eg D P) Eg E := by
  obtain ⟨M, hM⟩ : ∃ M, M = P ^ 2 / Eg := ⟨_, rfl⟩
  have hM0 : 0 ≤ M := by rw [hM]; positivity
  have hME : M * Eg = P ^ 2 := by rw [hM]; exact div_mul_cancel₀ _ hEg.ne'
  -- for `s ≥ 0`, a root between `Eg` and `Eg + s M`, by the intermediate value theorem
  have key : ∀ s : ℝ, ∃ x, 0 ≤ s → Eg ≤ x ∧ x ≤ Eg + s * M ∧
      (x - Eg) * x * (x + D) - s * (2 / 3 * P ^ 2 * (x + D) + 1 / 3 * P ^ 2 * x) = 0 := by
    intro s
    by_cases hs : 0 ≤ s
    · obtain ⟨y, hy⟩ : ∃ y, y = Eg + s * M := ⟨_, rfl⟩
      have hsM : 0 ≤ s * M := mul_nonneg hs hM0
      have hEy : Eg ≤ y := by linarith
      have hlow : (Eg - Eg) * Eg * (Eg + D)
          - s * (2 / 3 * P ^ 2 * (Eg + D) + 1 / 3 * P ^ 2 * Eg) ≤ 0 := by
        have : 0 ≤ s * (2 / 3 * P ^ 2 * (Eg + D) + 1 / 3 * P ^ 2 * Eg) := by positivity
        linarith
      have hhigh : 0 ≤ (y - Eg) * y * (y + D)
          - s * (2 / 3 * P ^ 2 * (y + D) + 1 / 3 * P ^ 2 * y) := by
        have a1 : P ^ 2 ≤ M * y := by
          rw [← hME]
          exact mul_le_mul_of_nonneg_left hEy hM0
        have a2 : P ^ 2 * (y + D) ≤ M * y * (y + D) :=
          mul_le_mul_of_nonneg_right a1 (by linarith)
        have a3 : 2 / 3 * P ^ 2 * (y + D) + 1 / 3 * P ^ 2 * y ≤ P ^ 2 * (y + D) := by
          nlinarith [mul_nonneg (sq_nonneg P) hD]
        have a4 := mul_le_mul_of_nonneg_left (a3.trans a2) hs
        have a5 : (y - Eg) * y * (y + D) = s * (M * y * (y + D)) := by
          linear_combination (y * (y + D)) * hy
        linarith
      have hc : ContinuousOn (fun x : ℝ => (x - Eg) * x * (x + D)
          - s * (2 / 3 * P ^ 2 * (x + D) + 1 / 3 * P ^ 2 * x)) (Icc Eg y) := by fun_prop
      obtain ⟨x, hx, hfx⟩ := intermediate_value_Icc hEy hc ⟨hlow, hhigh⟩
      exact ⟨x, fun _ => ⟨hx.1, hy ▸ hx.2, hfx⟩⟩
    · exact ⟨0, fun h => absurd h hs⟩
  choose E hE using key
  have h0 : E 0 = Eg := by
    have h1 := hE 0 le_rfl
    linarith [h1.1, h1.2.1]
  refine ⟨E, ?_, h0, ?_⟩
  · intro k
    have h1 := (hE (k ^ 2) (sq_nonneg k)).2.2
    refine (level_iff Eg 0 (-D) (√(2 / 3) * P) (√(1 / 3) * P) k _).2 ?_
    rw [(coupling_sq P).1, (coupling_sq P).2]
    linear_combination h1
  · -- squeeze between the constant `Eg` and the line `Eg + s M`
    have hline : Tendsto (fun s : ℝ => Eg + s * M) (𝓝[Ici 0] 0) (𝓝 Eg) := by
      have hc : Continuous (fun s : ℝ => Eg + s * M) := by fun_prop
      have h1 := (hc.tendsto 0).mono_left (nhdsWithin_le_nhds (s := Ici (0 : ℝ)))
      simpa using h1
    unfold ContinuousWithinAt
    rw [h0]
    refine tendsto_of_tendsto_of_tendsto_of_le_of_le' tendsto_const_nhds hline ?_ ?_
    · filter_upwards [self_mem_nhdsWithin] with s hs using (hE s hs).1
    · filter_upwards [self_mem_nhdsWithin] with s hs using (hE s hs).2.1
```

In the proof, `hlow` and `hhigh` are the two signs of f, `choose` picks one number for each s (a root when s ≥ 0), and `level_iff` turns the roots back into levels. The positive gap makes M finite, and both sign hypotheses enter the inequalities.

## Nonzero splitting for the light-hole band

For the band starting at 0, the factor E − 0 is split off instead, leaving

q(E) = (E − Eg)(E + D),
r(E) = (2/3)P²(E + D) + (1/3)P²E.

At E = 0 this gives

r(0)/q(0) = (2/3)P²D/(−Eg·D) = −2P²/(3Eg).

The splitting cancels from the answer, but only because it is nonzero; hence `hD : 0 < D` in `light_hole_slope`. The proof applies `slope_of_secular` with these q and r.

```lean
/-- The valence band starting at energy `0` has slope `-(2P²/3)/Eg` in `k²` at its edge. -/
theorem light_hole_slope {Eg D P : ℝ} {E : ℝ → ℝ} (hEg : 0 < Eg) (hD : 0 < D)
    (h : IsBand (kane Eg D P) 0 E) :
    HasDerivWithinAt E (-(2 * P ^ 2 / 3) / Eg) (Ici 0) 0 := by
  have h' : IsBand (threeBand Eg 0 (-D) (√(2 / 3) * P) (√(1 / 3) * P)) 0 E := h
  have hq : (0 - Eg) * (0 + D) ≠ 0 := mul_ne_zero (by linarith) (by linarith)
  have key : HasDerivWithinAt E
      ((2 / 3 * P ^ 2 * (0 + D) + 1 / 3 * P ^ 2 * 0) / ((0 - Eg) * (0 + D))) (Ici 0) 0 :=
    slope_of_secular (q := fun x => (x - Eg) * (x + D))
      (r := fun x => 2 / 3 * P ^ 2 * (x + D) + 1 / 3 * P ^ 2 * x) h'.cont h'.edge
      (by fun_prop) (by fun_prop) hq (fun s hs => by
        have h1 := band_secular h' hs
        rw [(coupling_sq P).1, (coupling_sq P).2] at h1
        linear_combination h1)
  refine key.congr_deriv ?_
  rw [div_eq_iff hq]
  have hinv : Eg * Eg⁻¹ = 1 := mul_inv_cancel₀ hEg.ne'
  linear_combination (-(2 / 3 * P ^ 2 * D)) * hinv

end

end KaneBandEdge
```

```lean
#print axioms KaneBandEdge.conduction_slope
#print axioms KaneBandEdge.conduction_band_exists
#print axioms KaneBandEdge.light_hole_slope
```

```
'KaneBandEdge.conduction_slope' depends on axioms: [propext, Classical.choice, Quot.sound]
'KaneBandEdge.conduction_band_exists' depends on axioms: [propext, Classical.choice, Quot.sound]
'KaneBandEdge.light_hole_slope' depends on axioms: [propext, Classical.choice, Quot.sound]
```

At D = 0 the two valence edges coincide and the secular equation factorises into E = 0 and E(E − Eg) = sP². The branches starting at 0 then include one with slope 0 and one with slope −P²/Eg, and for P ≠ 0 neither agrees with the formula above. The file states no slope for the split-off band, which starts at −D.
